# Parity products over faces of dimension two or more do not depend on the inversion centre

To obtain the Fu-Kane indices of a centrosymmetric insulator from a band-structure calculation, one places the origin at an inversion centre, reads off one parity for each occupied Kramers pair at the time-reversal-invariant momenta (TRIMs), and multiplies these parities over suitable sets of TRIMs. The crystal has several inequivalent inversion centres, and the individual parities can depend on which one was put at the origin. For non-interacting bands with the same number of occupied Kramers pairs at every TRIM, the results below show that the strong and weak products come out the same for each choice. A product over only two momenta, along an edge of the cube of TRIMs, can change sign.

The setting is a finite set `ι` of lattice directions, three for a bulk crystal.

In Lean 4 with Mathlib:

```lean
import Mathlib

open Finset

namespace FuKaneInversionCentre

variable {ι : Type*} [Fintype ι] [DecidableEq ι]
```

## Momenta, signs and the moved centre

Let $a_i$ be the primitive lattice vectors and $G_i$ the reciprocal ones, with $G_i\cdot a_j = 2\pi$ for $i=j$ and $0$ otherwise. A TRIM is $K = \tfrac12\sum_i k_i G_i$ with each $k_i$ equal to 0 or 1. Adding 1 twice to $k_i$ adds a full reciprocal vector and returns to the same momentum, so the coordinates belong to the integers modulo 2.

```lean
/-- A time-reversal-invariant momentum: each coordinate is 0 or 1, in units of half a
reciprocal lattice vector. -/
abbrev TRIM (ι : Type*) := ι → ZMod 2
```

Let $P$ be inversion about the origin and $w=\sum_i w_i a_i$ a lattice vector. Inversion about the point $w/2$ sends $r$ to $w-r$, so it is $P' = T_w P$, where $T_w$ translates by $w$. On a Bloch state at a TRIM, $T_w$ has the eigenvalue

$$e^{-iK\cdot w} = e^{-i\pi\sum_i k_i w_i} = (-1)^{k\cdot w},\qquad k\cdot w=\sum_i k_i w_i .$$

A state of parity $\xi$ under $P$ therefore has parity $(-1)^{k\cdot w}\,\xi$ under $P'$. Only the $w_i$ modulo 2 matter, which is why the code gives `w` the same type as a momentum. The exponent is computed with `.val`, which reads a residue as the natural number 0 or 1. Signs live in `ℤˣ`, the invertible integers, which are $1$ and $-1$.

This Bloch-state argument is the physical input. The file contains no wavefunctions and takes the sign as a definition.

```lean
/-- The sign `(-1)^(k·w)` of the translation by the lattice vector `w` at the momentum `k`. -/
def translationSign (w k : TRIM ι) : ℤˣ :=
  (-1) ^ (∑ i, (k i).val * (w i).val)
```

Let $\delta(k)$ be the product of the parities of $N$ occupied Kramers pairs at $k$, one parity per pair. Each pair contributes one factor $(-1)^{k\cdot w}$, so moving the centre by $w/2$ gives

$$\delta'(k) = (-1)^{N\,k\cdot w}\,\delta(k).$$

The number $N$ is taken to be the same at every $k$, as it is in a band insulator, where a gap separates the occupied bands from the empty ones throughout the Brillouin zone. The function $\delta$ is otherwise an arbitrary assignment of signs.

```lean
/-- The parity products `δ` of `N` Kramers pairs after the inversion centre has moved by half
the lattice vector `w`: `δ'(k) = (-1)^(N k·w) δ(k)`. -/
def shiftCentre (N : ℕ) (w : TRIM ι) (δ : TRIM ι → ℤˣ) : TRIM ι → ℤˣ :=
  fun k => translationSign w k ^ N * δ k
```

## Faces of the cube of momenta

The TRIMs are the corners of a cube with one dimension per direction. To pick out a coordinate face, choose a momentum $b$ and a set $S$ of free directions, and let

$$F(b,S)=\{k : k_j=b_j \text{ for every } j\notin S\}.$$

The dimension of the face is the number of elements of $S$, written `S.card`. With one free direction the face is an edge, with two a plane of four momenta.

```lean
/-- The coordinate face through `b` with free directions `S`: all momenta that agree with `b`
outside `S`. -/
def face (b : TRIM ι) (S : Finset ι) : Finset (TRIM ι) :=
  univ.filter (fun k => ∀ j, j ∉ S → k j = b j)
```

The quantity of interest is the product $\prod_{k\in F(b,S)}\delta(k)$.

```lean
/-- The product of `δ` over the momenta of a coordinate face. -/
def faceIndex (δ : TRIM ι → ℤˣ) (b : TRIM ι) (S : Finset ι) : ℤˣ :=
  ∏ k ∈ face b S, δ k
```

Membership in a face is the condition just written, recorded in a form that later proofs can rewrite with.

```lean
/-- A momentum lies on a face when its coordinates in the fixed directions are those of `b`. -/
theorem mem_face {b k : TRIM ι} {S : Finset ι} :
    k ∈ face b S ↔ ∀ j, j ∉ S → k j = b j := by
  simp [face]
```

## From single parities to their product

The rule for $\delta$ follows from the rule for the single pairs. If $\xi_n(k)$ is the parity of pair $n$, then

$$\prod_{n}(-1)^{k\cdot w}\,\xi_n(k) = \big((-1)^{k\cdot w}\big)^{N}\prod_{n}\xi_n(k).$$

The proof splits the product of products and collects the $N$ equal signs into a power.

```lean
omit [DecidableEq ι] in
/-- If the parity of each of `N` Kramers pairs is multiplied by `(-1)^(k·w)`, their product
changes by the rule `shiftCentre`. -/
theorem prod_shifted_parities (N : ℕ) (w k : TRIM ι) (ξ : Fin N → TRIM ι → ℤˣ) :
    ∏ n, (translationSign w k * ξ n k) = shiftCentre N w (fun q => ∏ n, ξ n q) k := by
  simp [shiftCentre, Finset.prod_mul_distrib]
```

## Cancellation by flipping a free coordinate

Let $g(k_i)$ be a sign that depends on the coordinate $k_i$ alone, and suppose that the face has a free direction $j\neq i$. Pair each $k$ with the momentum $\bar k$ obtained by replacing $k_j$ with $k_j+1$. Since $\bar k_i=k_i$, each pair contributes $g(k_i)^2=1$, and

$$\prod_{k\in F(b,S)} g(k_i)=1 .$$

The direction $i$ itself may be free or fixed.

`Finset.prod_involution` carries out this pairing and asks for four checks, in the order of the bullets: the two signs multiply to 1, the flip moves the momentum, the flipped momentum stays on the face, and flipping twice restores the original. The flip is written with `Function.update`, which replaces one coordinate and keeps the others.

```lean
/-- A sign that depends on the coordinate `i` alone multiplies to 1 over any face with a free
direction `j` other than `i`. -/
theorem prod_coordinate_sign (b : TRIM ι) (S : Finset ι) {i j : ι} (hj : j ∈ S)
    (hij : i ≠ j) (g : ZMod 2 → ℤˣ) : ∏ k ∈ face b S, g (k i) = 1 := by
  -- flipping the coordinate `j` pairs momenta that carry the same sign
  refine Finset.prod_involution (fun k _ => Function.update k j (k j + 1)) ?_ ?_ ?_ ?_
  · intro k _
    show g (k i) * g (Function.update k j (k j + 1) i) = 1
    rw [Function.update_of_ne hij]
    exact Int.units_mul_self _
  · intro k _ _ h
    have h' : Function.update k j (k j + 1) j = k j := congrFun h j
    rw [Function.update_self] at h'
    exact absurd h' (by generalize k j = x; revert x; decide)
  · intro k hk
    refine mem_face.2 fun l hl => ?_
    have hlj : l ≠ j := by
      rintro rfl
      exact hl hj
    show Function.update k j (k j + 1) l = b l
    rw [Function.update_of_ne hlj]
    exact mem_face.1 hk l hl
  · intro k _
    show Function.update (Function.update k j (k j + 1)) j
      (Function.update k j (k j + 1) j + 1) = k
    have h2 : k j + 1 + 1 = k j := by generalize k j = x; revert x; decide
    rw [Function.update_self, Function.update_idem, h2, Function.update_eq_self]
```

## The sign gained by a face

Multiplying the rule for $\delta'$ over a face and exchanging the order of the products gives

$$\prod_{k\in F}\delta'(k) = \Big(\prod_i\prod_{k\in F}(-1)^{k_i w_i}\Big)^{N}\prod_{k\in F}\delta(k).$$

In the proof, the sum in the exponent becomes a product over directions, and `Finset.prod_comm` exchanges it with the product over momenta. The effect of the shift is now a separate factor for each direction.

```lean
/-- Under a shift of the inversion centre, a face product gains the `N`-th power of a product of
signs, one factor for each direction `i`. -/
theorem faceIndex_shift (N : ℕ) (w : TRIM ι) (δ : TRIM ι → ℤˣ) (b : TRIM ι) (S : Finset ι) :
    faceIndex (shiftCentre N w δ) b S =
      (∏ i, ∏ k ∈ face b S, (-1 : ℤˣ) ^ ((k i).val * (w i).val)) ^ N * faceIndex δ b S := by
  have h : ∏ k ∈ face b S, translationSign w k =
      ∏ i, ∏ k ∈ face b S, (-1 : ℤˣ) ^ ((k i).val * (w i).val) := by
    simp only [translationSign, ← Finset.prod_pow_eq_pow_sum]
    exact Finset.prod_comm
  rw [← h]
  simp only [faceIndex, shiftCentre, Finset.prod_mul_distrib, Finset.prod_pow]
```

If $S$ has at least two elements, then for every direction $i$ there is a free direction $j\neq i$. By the cancellation above, each inner product equals 1, and so

$$\prod_{k\in F}\delta'(k)=\prod_{k\in F}\delta(k).$$

`Finset.exists_mem_ne` supplies the direction $j$. The theorem holds for every $N$, $w$, $\delta$ and $b$.

```lean
/-- The product of `δ` over a coordinate face of dimension at least two does not depend on the
choice of inversion centre. -/
theorem faceIndex_invariant (N : ℕ) (w : TRIM ι) (δ : TRIM ι → ℤˣ) (b : TRIM ι)
    {S : Finset ι} (hS : 2 ≤ S.card) :
    faceIndex (shiftCentre N w δ) b S = faceIndex δ b S := by
  rw [faceIndex_shift, Finset.prod_eq_one, one_pow, one_mul]
  intro i _
  -- a second free direction is always available
  obtain ⟨j, hj, hji⟩ := Finset.exists_mem_ne (show 1 < S.card from hS) i
  exact prod_coordinate_sign b S hj hji.symm (fun x => (-1) ^ (x.val * (w i).val))
```

## Edges keep one factor

An edge along $i$ has $S=\{i\}$ and contains two momenta, namely $b$ with its coordinate $i$ set to 0 and to 1. The proof compares members: a momentum that agrees with $b$ in all other directions is determined by $k_i$, which has only these two values.

```lean
/-- The edge through `b` along `i` consists of the momenta obtained from `b` by setting its
coordinate `i` to 0 and to 1. -/
theorem face_edge (b : TRIM ι) (i : ι) :
    face b {i} = {Function.update b i 0, Function.update b i 1} := by
  ext k
  rw [mem_face, Finset.mem_insert, Finset.mem_singleton]
  constructor
  · intro h
    have hk : k = Function.update b i (k i) := by
      funext l
      by_cases hl : l = i
      · rw [hl, Function.update_self]
      · rw [Function.update_of_ne hl]
        exact h l (by simpa using hl)
    have h01 : k i = 0 ∨ k i = 1 := by generalize k i = x; revert x; decide
    rcases h01 with h0 | h1
    · left
      rwa [h0] at hk
    · right
      rwa [h1] at hk
  · rintro (rfl | rfl) l hl <;> exact Function.update_of_ne (by simpa using hl) _ _
```

For a direction $j\neq i$, the free direction $i$ makes the factor of $j$ equal to 1, as before. For $i$ itself no second free direction is available, and the two momenta give

$$(-1)^{0\cdot w_i}\,(-1)^{1\cdot w_i}=(-1)^{w_i}.$$

After the $N$-th power, the edge product obeys

$$\prod_{k\in F(b,\{i\})}\delta'(k)=(-1)^{N w_i}\prod_{k\in F(b,\{i\})}\delta(k).$$

The intermediate statement `key` isolates the factor of direction $i$ with `Finset.prod_eq_single`. It then evaluates that factor on the two momenta, whose distinctness is `hne`.

```lean
/-- The product of `δ` over an edge along `i` gains the sign `(-1)^(N w_i)` when the inversion
centre moves by half the lattice vector `w`. -/
theorem edgeIndex_shift (N : ℕ) (w : TRIM ι) (δ : TRIM ι → ℤˣ) (b : TRIM ι) (i : ι) :
    faceIndex (shiftCentre N w δ) b {i} = (-1) ^ (N * (w i).val) * faceIndex δ b {i} := by
  have hne : Function.update b i 0 ≠ Function.update b i 1 := by
    intro h
    have h' := congrFun h i
    rw [Function.update_self, Function.update_self] at h'
    exact absurd h' (by decide)
  have v0 : (0 : ZMod 2).val = 0 := by decide
  have v1 : (1 : ZMod 2).val = 1 := by decide
  -- only the direction of the edge itself contributes
  have key : ∏ j, ∏ k ∈ face b {i}, (-1 : ℤˣ) ^ ((k j).val * (w j).val) =
      (-1) ^ (w i).val := by
    rw [Finset.prod_eq_single i]
    · rw [face_edge, Finset.prod_pair hne]
      simp only [Function.update_self, v0, v1, zero_mul, one_mul, pow_zero]
    · intro j _ hj
      exact prod_coordinate_sign b {i} (Finset.mem_singleton_self i) hj
        (fun x => (-1) ^ (x.val * (w j).val))
    · intro h
      exact absurd (Finset.mem_univ i) h
  rw [faceIndex_shift, key, ← pow_mul, mul_comm (w i).val N]
```

## When every inversion centre gives the same product

Take a face of positive dimension and a fixed $\delta$. The face product is unchanged for all $w$ exactly when the dimension is at least two or $N$ is even.

Suppose first that the product never changes and that the dimension is below two. The face is then an edge along some $i$. The shift $w=(1,\dots,1)$ has $w_i=1$ whatever $i$ is, so the edge rule gives $(-1)^N=1$ once the common factor is cancelled, and $N$ is even. For the converse, dimension two or more has been dealt with, and for $N=2m$ the gained sign is an even power of a sign, which is 1.

Positive dimension is the hypothesis `S.Nonempty`. A face of dimension zero is the single momentum $b$, where the gained sign $(-1)^{N\,b\cdot w}$ depends on $b$: at $b=0$ it is 1 for every shift, even when $N$ is odd.

```lean
/-- For a face of positive dimension, the product of `δ` is the same for all inversion centres
exactly when the dimension is at least two or the number of Kramers pairs is even. -/
theorem faceIndex_invariant_iff (N : ℕ) (δ : TRIM ι → ℤˣ) (b : TRIM ι) {S : Finset ι}
    (hS : S.Nonempty) :
    (∀ w, faceIndex (shiftCentre N w δ) b S = faceIndex δ b S) ↔ 2 ≤ S.card ∨ Even N := by
  constructor
  · intro h
    by_cases hc : 2 ≤ S.card
    · exact Or.inl hc
    · right
      have hpos := hS.card_pos
      obtain ⟨i, rfl⟩ := Finset.card_eq_one.1 (show S.card = 1 by omega)
      -- test with the shift along all directions at once
      have h1 := h (fun _ => 1)
      rw [edgeIndex_shift] at h1
      have h2 : (-1 : ℤˣ) ^ (N * (1 : ZMod 2).val) = 1 :=
        mul_right_cancel (h1.trans (one_mul _).symm)
      have v1 : (1 : ZMod 2).val = 1 := by decide
      rw [v1, mul_one] at h2
      by_contra hN
      rw [(Nat.not_even_iff_odd.1 hN).neg_one_pow] at h2
      exact absurd h2 (by decide)
  · rintro (hc | ⟨m, rfl⟩) w
    · exact faceIndex_invariant N w δ b hc
    · rw [faceIndex_shift, pow_add, Int.units_mul_self, one_mul]
```

## Strong and weak products in three dimensions

For three directions, the strong index $\nu_0$ and the weak indices $\nu_i$ are read from

$$(-1)^{\nu_0}=\prod_{k}\delta(k),\qquad (-1)^{\nu_i}=\prod_{k:\,k_i=1}\delta(k).$$

The first product runs over all eight momenta, a face with three free directions. The second runs over the plane $k_i=1$, the face through $b=(1,1,1)$ whose free directions are the two other than $i$. Both dimensions are at least two, so neither product changes. The proof identifies the two sets with faces and applies `faceIndex_invariant`; `{i}ᶜ` denotes the set of directions other than `i`.

The theorem concerns these products of signs. That they give the Z₂ topological invariants of a time-reversal-symmetric insulator with inversion symmetry is the content of the Fu-Kane parity criterion, which is neither used nor proved here.

```lean
/-- In three dimensions the strong Fu-Kane product over all eight momenta and the weak products
over the planes `k i = 1` do not depend on the choice of inversion centre. -/
theorem strong_and_weak_invariant (N : ℕ) (w : TRIM (Fin 3)) (δ : TRIM (Fin 3) → ℤˣ) :
    (∏ k, shiftCentre N w δ k = ∏ k, δ k) ∧
    ∀ i : Fin 3, ∏ k ∈ univ.filter (fun k : TRIM (Fin 3) => k i = 1), shiftCentre N w δ k =
      ∏ k ∈ univ.filter (fun k : TRIM (Fin 3) => k i = 1), δ k := by
  constructor
  · have hf : face (fun _ => 1) (univ : Finset (Fin 3)) = univ := by
      ext k
      simp [mem_face]
    have h := faceIndex_invariant N w δ (fun _ => 1)
      (show 2 ≤ (univ : Finset (Fin 3)).card by decide)
    simpa only [faceIndex, hf] using h
  · intro i
    have hc : ∀ i : Fin 3, 2 ≤ ({i}ᶜ : Finset (Fin 3)).card := by decide
    have hf : face (fun _ => 1) ({i}ᶜ : Finset (Fin 3)) =
        univ.filter (fun k : TRIM (Fin 3) => k i = 1) := by
      ext k
      simp [mem_face]
    have h := faceIndex_invariant N w δ (fun _ => 1) (hc i)
    simpa only [faceIndex, hf] using h

end FuKaneInversionCentre
```

```lean
#print axioms FuKaneInversionCentre.prod_shifted_parities
#print axioms FuKaneInversionCentre.faceIndex_invariant
#print axioms FuKaneInversionCentre.faceIndex_invariant_iff
#print axioms FuKaneInversionCentre.strong_and_weak_invariant
```

```
'FuKaneInversionCentre.prod_shifted_parities' depends on axioms: [propext, Classical.choice, Quot.sound]
'FuKaneInversionCentre.faceIndex_invariant' depends on axioms: [propext, Classical.choice, Quot.sound]
'FuKaneInversionCentre.faceIndex_invariant_iff' depends on axioms: [propext, Classical.choice, Quot.sound]
'FuKaneInversionCentre.strong_and_weak_invariant' depends on axioms: [propext, Classical.choice, Quot.sound]
```

## The same statement with additive signs

The signs could also be modelled additively, by writing $\delta(k)=(-1)^{p(k)}$ with $p(k)$ an integer modulo 2. Moving the centre would then add $N\,k\cdot w$ to $p(k)$, and face products would become face sums. In three dimensions, the sum over the whole cube would be $\nu_0$ and the sum over the plane $k_i=1$ would be $\nu_i$. Invariance would say that a linear function of $k$ sums to zero modulo 2 over every face of dimension at least two. The multiplicative form used here works directly with the parity eigenvalues $\pm1$.
